# First-order change of the total self-energy under direct lead–lead coupling

Suppose two leads touch each other as well as the device, and their self-energies are computed separately and added. The sum misses the paths on which an electron enters one lead, hops to the other and returns to the device. For weak lead–lead coupling, the resulting error is generally of first order in the coupling strength, not second.

For non-interacting electrons and finite leads, the derivative below gives this linear correction to the self-energy used in quantum transport. Infinite leads with a continuous spectrum would need a separate limit.

## Two leads as one system

Let `m` and `n` index the sites of leads 1 and 2, and `d` those of the device, all in an orthonormal basis.

```lean
import Mathlib

open Matrix Filter Topology

namespace LeadLeadCoupling

noncomputable section

variable {d m n : Type*} [Fintype m] [Fintype n] [DecidableEq m] [DecidableEq n]
```

The leads have Hamiltonians $L_1,L_2$. A matrix $X$, scaled by a real number $x$, couples them:

$$L(x)=\begin{pmatrix}L_1&xX\\xX^*&L_2\end{pmatrix}.$$

The star is the conjugate transpose, written `ᴴ` in Lean, and `m ⊕ n` indexes the sites of both leads.

```lean
/-- Hamiltonian of the two leads together, with direct lead-lead coupling `x X`. -/
def leadHam (L1 : Matrix m m ℂ) (L2 : Matrix n n ℂ) (X : Matrix m n ℂ) (x : ℝ) :
    Matrix (m ⊕ n) (m ⊕ n) ℂ :=
  fromBlocks L1 ((x : ℂ) • X) ((x : ℂ) • Xᴴ) L2
```

Thus $L(x)=L(0)+xV$, where $V$ is the coupling at unit strength.

```lean
/-- The lead-lead coupling operator at unit strength. -/
def leadCoupling (X : Matrix m n ℂ) : Matrix (m ⊕ n) (m ⊕ n) ℂ :=
  fromBlocks 0 X Xᴴ 0
```

At complex energy $z$, write $G(x)=(z-L(x))^{-1}$ and $g_k=(z-L_k)^{-1}$ for $k=1,2$.

```lean
/-- Green function `(z - L)⁻¹` of a Hamiltonian `L`, for `z` such that `z - L` is invertible. -/
def green (z : ℂ) (L : Matrix m m ℂ) : Matrix m m ℂ :=
  (z • (1 : Matrix m m ℂ) - L)⁻¹
```

Let $T_1,T_2$ hold the device–lead hopping amplitudes, with device sites as rows, and put $T=[T_1\;T_2]$. Eliminating both leads together gives

$$\Sigma(x)=T\,G(x)\,T^*.$$

```lean
/-- Total self-energy of the device due to both leads, `T (z - L(x))⁻¹ T*` with `T = [T1 T2]`,
for `z` such that `z - L(x)` is invertible. -/
def selfEnergy (z : ℂ) (L1 : Matrix m m ℂ) (L2 : Matrix n n ℂ) (T1 : Matrix d m ℂ)
    (T2 : Matrix d n ℂ) (X : Matrix m n ℂ) (x : ℝ) : Matrix d d ℂ :=
  fromCols T1 T2 * green z (leadHam L1 L2 X x) * (fromCols T1 T2)ᴴ
```

The candidate for its derivative at zero is the sum of two paths, one in each direction:

$$F=T_1g_1Xg_2T_2^*+T_2g_2X^*g_1T_1^*.$$

```lean
/-- The two paths device - lead - other lead - device: `T1 g1 X g2 T2* + T2 g2 X* g1 T1*`,
for `z` such that `z - L1` and `z - L2` are invertible. -/
def firstOrder (z : ℂ) (L1 : Matrix m m ℂ) (L2 : Matrix n n ℂ) (T1 : Matrix d m ℂ)
    (T2 : Matrix d n ℂ) (X : Matrix m n ℂ) : Matrix d d ℂ :=
  T1 * green z L1 * X * green z L2 * T2ᴴ + T2 * green z L2 * Xᴴ * green z L1 * T1ᴴ
```

## From the Dyson equation to two paths

Assume that $z-L_1$ and $z-L_2$ are invertible (`IsUnit`): $z$ is not an eigenvalue of either isolated lead. At $x=0$ the blocks decouple, so $G(0)=\mathrm{diag}(g_1,g_2)$. Lean multiplies the blocks and recognises the inverse.

```lean
variable {z : ℂ} {L1 : Matrix m m ℂ} {L2 : Matrix n n ℂ}

/-- If `z - L1` and `z - L2` are invertible, so is `z - L(0)` for the uncoupled pair of leads,
and its Green function is block diagonal. -/
theorem green_uncoupled (h1 : IsUnit (z • (1 : Matrix m m ℂ) - L1))
    (h2 : IsUnit (z • (1 : Matrix n n ℂ) - L2)) (X : Matrix m n ℂ) :
    IsUnit (z • (1 : Matrix (m ⊕ n) (m ⊕ n) ℂ) - leadHam L1 L2 X 0) ∧
      green z (leadHam L1 L2 X 0) = fromBlocks (green z L1) 0 0 (green z L2) := by
  have e1 : (z • (1 : Matrix m m ℂ) - L1) * green z L1 = 1 :=
    mul_nonsing_inv _ ((isUnit_iff_isUnit_det _).1 h1)
  have e2 : (z • (1 : Matrix n n ℂ) - L2) * green z L2 = 1 :=
    mul_nonsing_inv _ ((isUnit_iff_isUnit_det _).1 h2)
  have hb : z • (1 : Matrix (m ⊕ n) (m ⊕ n) ℂ) - leadHam L1 L2 X 0 =
      fromBlocks (z • (1 : Matrix m m ℂ) - L1) 0 0 (z • (1 : Matrix n n ℂ) - L2) := by
    ext (i | i) (j | j) <;> simp [leadHam, Matrix.one_apply]
  have hp : (z • (1 : Matrix (m ⊕ n) (m ⊕ n) ℂ) - leadHam L1 L2 X 0) *
      fromBlocks (green z L1) 0 0 (green z L2) = 1 := by
    rw [hb, fromBlocks_multiply]
    simp only [Matrix.mul_zero, Matrix.zero_mul, add_zero, zero_add, e1, e2, fromBlocks_one]
  exact ⟨(isUnit_iff_isUnit_det _).2 (isUnit_det_of_right_inverse hp), inv_eq_right_inv hp⟩
```

For invertible $A=z-L(x)$ and $B=z-L(0)$,

$$A^{-1}=B^{-1}+A^{-1}(B-A)B^{-1}.$$

Since $B-A=xV$, this is the Dyson equation $G(x)=G(0)+xG(x)VG(0)$. The matrix identity is `key`, and `hV` computes the difference.

```lean
/-- Dyson equation for the coupled leads, `G(x) = G(0) + x G(x) V G(0)`, valid when `z - L(0)`
and `z - L(x)` are invertible. -/
theorem lead_dyson {X : Matrix m n ℂ} {x : ℝ}
    (h0 : IsUnit (z • (1 : Matrix (m ⊕ n) (m ⊕ n) ℂ) - leadHam L1 L2 X 0))
    (hx : IsUnit (z • (1 : Matrix (m ⊕ n) (m ⊕ n) ℂ) - leadHam L1 L2 X x)) :
    green z (leadHam L1 L2 X x) = green z (leadHam L1 L2 X 0) + (x : ℂ) •
      (green z (leadHam L1 L2 X x) * leadCoupling X * green z (leadHam L1 L2 X 0)) := by
  have key : ∀ A B A' B' : Matrix (m ⊕ n) (m ⊕ n) ℂ, A' * A = 1 → B * B' = 1 →
      A' = B' + A' * (B - A) * B' := by
    intro A B A' B' hA hB
    rw [mul_sub, sub_mul, hA, one_mul, mul_assoc, hB, mul_one]
    abel
  have h := key _ _ _ _ (nonsing_inv_mul _ ((isUnit_iff_isUnit_det _).1 hx))
    (mul_nonsing_inv _ ((isUnit_iff_isUnit_det _).1 h0))
  -- the two inverse Green functions differ by the coupling
  have hV : (z • (1 : Matrix (m ⊕ n) (m ⊕ n) ℂ) - leadHam L1 L2 X 0) -
      (z • (1 : Matrix (m ⊕ n) (m ⊕ n) ℂ) - leadHam L1 L2 X x) =
      (x : ℂ) • leadCoupling X := by
    ext (i | i) (j | j) <;> simp [leadHam, leadCoupling]
  rw [hV, Matrix.mul_smul, Matrix.smul_mul] at h
  exact h
```

Sandwiching the block-diagonal $G(0)$ between $T$ and $T^*$ gives the usual sum, $\Sigma(0)=T_1g_1T_1^*+T_2g_2T_2^*$.

```lean
/-- Without lead-lead coupling the self-energies of the two leads add, provided `z - L1` and
`z - L2` are invertible. -/
theorem selfEnergy_uncoupled (h1 : IsUnit (z • (1 : Matrix m m ℂ) - L1))
    (h2 : IsUnit (z • (1 : Matrix n n ℂ) - L2)) (T1 : Matrix d m ℂ) (T2 : Matrix d n ℂ)
    (X : Matrix m n ℂ) :
    selfEnergy z L1 L2 T1 T2 X 0 = T1 * green z L1 * T1ᴴ + T2 * green z L2 * T2ᴴ := by
  rw [selfEnergy, (green_uncoupled h1 h2 X).2, conjTranspose_fromCols_eq_fromRows_conjTranspose,
    fromCols_mul_fromBlocks, fromCols_mul_fromRows]
  simp only [Matrix.mul_zero, add_zero, zero_add]
```

With one factor of $V$, only the off-diagonal blocks survive:

$$G(0)VG(0)=\begin{pmatrix}0&g_1Xg_2\\g_2X^*g_1&0\end{pmatrix},\qquad TG(0)VG(0)T^*=F.$$

```lean
/-- One scattering between the leads, `T G(0) V G(0) T*`, is the sum of the two lead-to-lead
paths, provided `z - L1` and `z - L2` are invertible. -/
theorem single_scattering (h1 : IsUnit (z • (1 : Matrix m m ℂ) - L1))
    (h2 : IsUnit (z • (1 : Matrix n n ℂ) - L2)) (T1 : Matrix d m ℂ) (T2 : Matrix d n ℂ)
    (X : Matrix m n ℂ) :
    fromCols T1 T2 * green z (leadHam L1 L2 X 0) * leadCoupling X *
      green z (leadHam L1 L2 X 0) * (fromCols T1 T2)ᴴ = firstOrder z L1 L2 T1 T2 X := by
  rw [(green_uncoupled h1 h2 X).2, conjTranspose_fromCols_eq_fromRows_conjTranspose,
    leadCoupling, firstOrder]
  simp only [fromCols_mul_fromBlocks, fromCols_mul_fromRows, Matrix.mul_zero, add_zero, zero_add]
  exact add_comm _ _
```

Inserting the Dyson equation into itself and sandwiching again gives, whenever $z-L(x)$ is also invertible,

$$\Sigma(x)=\Sigma(0)+xF+x^2\,TG(x)VG(0)VG(0)T^*.$$

This is an identity, with the full $G(x)$ kept in the last term.

```lean
/-- Exact expansion of the self-energy in the lead-lead coupling, with closed second-order
remainder, when `z - L1`, `z - L2` and `z - L(x)` are invertible. -/
theorem selfEnergy_expansion (h1 : IsUnit (z • (1 : Matrix m m ℂ) - L1))
    (h2 : IsUnit (z • (1 : Matrix n n ℂ) - L2)) (T1 : Matrix d m ℂ) (T2 : Matrix d n ℂ)
    {X : Matrix m n ℂ} {x : ℝ}
    (hx : IsUnit (z • (1 : Matrix (m ⊕ n) (m ⊕ n) ℂ) - leadHam L1 L2 X x)) :
    selfEnergy z L1 L2 T1 T2 X x = selfEnergy z L1 L2 T1 T2 X 0 +
      (x : ℂ) • firstOrder z L1 L2 T1 T2 X + (x : ℂ) ^ 2 •
        (fromCols T1 T2 * green z (leadHam L1 L2 X x) * leadCoupling X *
          green z (leadHam L1 L2 X 0) * leadCoupling X * green z (leadHam L1 L2 X 0) *
          (fromCols T1 T2)ᴴ) := by
  -- insert the Dyson equation into itself
  have key : ∀ (c : ℂ) (G g V : Matrix (m ⊕ n) (m ⊕ n) ℂ), G = g + c • (G * V * g) →
      G = g + c • (g * V * g) + c ^ 2 • (G * V * g * V * g) := by
    intro c G g V e
    calc G = g + c • ((g + c • (G * V * g)) * V * g) := by rw [← e]; exact e
      _ = _ := by
        simp only [add_mul, smul_mul_assoc, smul_add, smul_smul, pow_two, add_assoc]
  have h := congrArg (fun M => fromCols T1 T2 * M * (fromCols T1 T2)ᴴ)
    (key _ _ _ _ (lead_dyson (green_uncoupled h1 h2 X).1 hx))
  simp only [Matrix.mul_add, Matrix.add_mul, Matrix.mul_smul, Matrix.smul_mul,
    ← Matrix.mul_assoc] at h
  rw [← single_scattering h1 h2 T1 T2 X]
  unfold selfEnergy
  exact h
```

## The derivative at zero coupling

A single use of the Dyson equation gives the difference quotient for $x\ne0$:

$$\frac{\Sigma(x)-\Sigma(0)}{x}=TG(x)VG(0)T^*.$$

The determinant of $z-L(x)$ is continuous and non-zero at $x=0$, hence non-zero nearby. The inverse, adjugate over determinant, is therefore continuous there, and the quotient tends to $F$. Lean proves this limit for each matrix element. The leads need not be Hermitian, nor $z$ real.

```lean
/-- If `z - L1` and `z - L2` are invertible, each matrix element of the total self-energy has
derivative `T1 g1 X g2 T2* + T2 g2 X* g1 T1*` in the lead-lead coupling strength at zero. -/
theorem hasDerivAt_selfEnergy (h1 : IsUnit (z • (1 : Matrix m m ℂ) - L1))
    (h2 : IsUnit (z • (1 : Matrix n n ℂ) - L2)) (T1 : Matrix d m ℂ) (T2 : Matrix d n ℂ)
    (X : Matrix m n ℂ) (i j : d) :
    HasDerivAt (fun x : ℝ => selfEnergy z L1 L2 T1 T2 X x i j)
      (firstOrder z L1 L2 T1 T2 X i j) 0 := by
  have h0 := (green_uncoupled h1 h2 X).1
  have hD : Continuous fun x : ℝ =>
      z • (1 : Matrix (m ⊕ n) (m ⊕ n) ℂ) - leadHam L1 L2 X x := by
    unfold leadHam
    exact continuous_const.sub (Continuous.matrix_fromBlocks continuous_const
      (Complex.continuous_ofReal.smul continuous_const)
      (Complex.continuous_ofReal.smul continuous_const) continuous_const)
  have hd0 := ((isUnit_iff_isUnit_det _).1 h0).ne_zero
  -- the Green function is continuous at zero coupling
  have hG : ContinuousAt (fun x : ℝ => green z (leadHam L1 L2 X x)) 0 := by
    simp only [green, Matrix.inv_def, Ring.inverse_eq_inv']
    exact (hD.matrix_det.continuousAt.inv₀ hd0).smul hD.matrix_adjugate.continuousAt
  have hc : Continuous fun M : Matrix (m ⊕ n) (m ⊕ n) ℂ => (fromCols T1 T2 * M *
      leadCoupling X * green z (leadHam L1 L2 X 0) * (fromCols T1 T2)ᴴ) i j :=
    ((((continuous_const.matrix_mul continuous_id).matrix_mul continuous_const).matrix_mul
      continuous_const).matrix_mul continuous_const).matrix_elem i j
  have hF : Tendsto (fun x : ℝ => (fromCols T1 T2 * green z (leadHam L1 L2 X x) *
      leadCoupling X * green z (leadHam L1 L2 X 0) * (fromCols T1 T2)ᴴ) i j) (𝓝 0)
      (𝓝 (firstOrder z L1 L2 T1 T2 X i j)) := by
    rw [← single_scattering h1 h2 T1 T2 X]
    exact (hc.tendsto _).comp hG
  -- by the Dyson equation this is the difference quotient
  rw [hasDerivAt_iff_tendsto_slope]
  refine (hF.mono_left nhdsWithin_le_nhds).congr' ?_
  filter_upwards [self_mem_nhdsWithin,
    nhdsWithin_le_nhds (hD.matrix_det.continuousAt.eventually_ne hd0)] with x hx hu
  have hx' : (x : ℂ) ≠ 0 := Complex.ofReal_ne_zero.2 hx
  have e := congrArg (fun M => fromCols T1 T2 * M * (fromCols T1 T2)ᴴ)
    (lead_dyson h0 ((isUnit_iff_isUnit_det _).2 (isUnit_iff_ne_zero.2 hu)))
  simp only [Matrix.mul_add, Matrix.add_mul, Matrix.mul_smul, Matrix.smul_mul,
    ← Matrix.mul_assoc] at e
  have e' : selfEnergy z L1 L2 T1 T2 X x = selfEnergy z L1 L2 T1 T2 X 0 + (x : ℂ) •
      (fromCols T1 T2 * green z (leadHam L1 L2 X x) * leadCoupling X *
        green z (leadHam L1 L2 X 0) * (fromCols T1 T2)ᴴ) := e
  simp only [slope_def_module, e', Matrix.add_apply, Matrix.smul_apply, add_sub_cancel_left,
    sub_zero, Complex.real_smul, smul_eq_mul, Complex.ofReal_inv]
  rw [inv_mul_cancel_left₀ hx']
```

## When the linear error disappears

Now take Hermitian leads and real $E$. Then $g_1,g_2$ are Hermitian. With $A$ now denoting the direct path $T_1g_1Xg_2T_2^*$, the reversed path is $A^*$ and $F=A+A^*$.

Suppose also that no device site couples to both leads (`hsep`). If row $i$ of $T_1$ vanishes, so does row $i$ of $A$. Otherwise row $i$ of $T_2$ vanishes, hence row $i$ of $A^*$ does too, and $F_{ij}=A_{ij}$. So $F=0$ forces $A=0$; conversely, $A=0$ gives $A^*=0$ and $F=0$. The two cases are the `by_cases` in the proof.

```lean
/-- For Hermitian leads, real `E` with `E - L1` and `E - L2` invertible, and no device site
coupled to both leads, the first-order error vanishes exactly when `T1 g1 X g2 T2* = 0`. -/
theorem first_order_error_vanishes_iff {E : ℝ} (hL1 : L1.IsHermitian) (hL2 : L2.IsHermitian)
    (h1 : IsUnit ((E : ℂ) • (1 : Matrix m m ℂ) - L1))
    (h2 : IsUnit ((E : ℂ) • (1 : Matrix n n ℂ) - L2)) (T1 : Matrix d m ℂ) (T2 : Matrix d n ℂ)
    (X : Matrix m n ℂ) (hsep : ∀ i a b, T1 i a = 0 ∨ T2 i b = 0) :
    (∀ i j, HasDerivAt (fun x : ℝ => selfEnergy E L1 L2 T1 T2 X x i j) 0 0) ↔
      T1 * green E L1 * X * green E L2 * T2ᴴ = 0 := by
  constructor
  · intro h
    ext i j
    have hz := (hasDerivAt_selfEnergy h1 h2 T1 T2 X i j).unique (h i j)
    by_cases hi : ∀ a, T1 i a = 0
    · simp only [Matrix.mul_assoc]
      rw [Matrix.mul_apply]
      exact Finset.sum_eq_zero fun a _ => by rw [hi a, zero_mul]
    · -- site i touches lead 1, hence not lead 2, so row i of the reversed path vanishes
      obtain ⟨a, ha⟩ := not_forall.1 hi
      have hB : (T2 * green E L2 * Xᴴ * green E L1 * T1ᴴ) i j = 0 := by
        simp only [Matrix.mul_assoc]
        rw [Matrix.mul_apply]
        exact Finset.sum_eq_zero fun b _ => by rw [(hsep i a b).resolve_left ha, zero_mul]
      rw [firstOrder, Matrix.add_apply, hB, add_zero] at hz
      exact hz
  · intro hA i j
    have g1 : (green (E : ℂ) L1)ᴴ = green E L1 := by
      simp [green, conjTranspose_nonsing_inv, hL1.eq]
    have g2 : (green (E : ℂ) L2)ᴴ = green E L2 := by
      simp [green, conjTranspose_nonsing_inv, hL2.eq]
    -- the reversed path is the adjoint of the direct one
    have hB := congrArg conjTranspose hA
    simp only [conjTranspose_mul, conjTranspose_conjTranspose, g1, g2, conjTranspose_zero,
      ← Matrix.mul_assoc] at hB
    have h := hasDerivAt_selfEnergy h1 h2 T1 T2 X i j
    rwa [firstOrder, hA, hB, add_zero, Matrix.zero_apply] at h
```

For one-site leads with levels $\varepsilon_1,\varepsilon_2\ne E$, a one-site device and hoppings $t_1,t_2,w$, the two paths are complex conjugates:

$$\Sigma'(0)=\frac{2\,\mathrm{Re}(t_1w\overline{t_2})}{(E-\varepsilon_1)(E-\varepsilon_2)}.$$

This also shows what `hsep` is for. Take $E=0$, $\varepsilon_1=\varepsilon_2=1$, $t_1=t_2=1$ and $w=i$. The device site touches both leads, and the paths are $i$ and $-i$: the derivative vanishes although the direct path does not.

```lean
/-- One-site leads with levels `ε1, ε2 ≠ E` on a one-site device: the self-energy has derivative
`2 Re(t1 w t2*) / ((E - ε1)(E - ε2))` in the strength of the lead-lead hopping `w` at zero. -/
theorem single_site {E ε1 ε2 : ℝ} (h1 : E ≠ ε1) (h2 : E ≠ ε2) (t1 t2 w : ℂ) :
    HasDerivAt (fun x : ℝ => selfEnergy (E : ℂ) !![(ε1 : ℂ)] !![(ε2 : ℂ)] !![t1] !![t2] !![w] x
        (0 : Fin 1) (0 : Fin 1))
      (((2 * (t1 * w * starRingEnd ℂ t2).re : ℝ) : ℂ) / (((E : ℂ) - ε1) * ((E : ℂ) - ε2))) 0 := by
  have hg : ∀ ε : ℝ, E ≠ ε → ((E : ℂ) • (1 : Matrix (Fin 1) (Fin 1) ℂ) - !![(ε : ℂ)]) *
      !![((E : ℂ) - ε)⁻¹] = 1 := by
    intro ε h
    have h' : (E : ℂ) - ε ≠ 0 := sub_ne_zero.2 (by exact_mod_cast h)
    ext i j
    fin_cases i
    fin_cases j
    simp [Matrix.mul_apply, mul_inv_cancel₀ h']
  have g1 : green (E : ℂ) !![(ε1 : ℂ)] = !![((E : ℂ) - ε1)⁻¹] := inv_eq_right_inv (hg ε1 h1)
  have g2 : green (E : ℂ) !![(ε2 : ℂ)] = !![((E : ℂ) - ε2)⁻¹] := inv_eq_right_inv (hg ε2 h2)
  -- adjoints and products of one-by-one matrices
  have hct : ∀ a : ℂ, (!![a])ᴴ = !![starRingEnd ℂ a] := by
    intro a
    ext i j
    fin_cases i
    fin_cases j
    simp [conjTranspose_apply]
  have hmul : ∀ a b : ℂ, !![a] * !![b] = !![a * b] := by
    intro a b
    ext i j
    fin_cases i
    fin_cases j
    simp [Matrix.mul_apply]
  have hf : firstOrder (E : ℂ) !![(ε1 : ℂ)] !![(ε2 : ℂ)] !![t1] !![t2] !![w]
      (0 : Fin 1) (0 : Fin 1) =
      t1 * ((E : ℂ) - ε1)⁻¹ * w * ((E : ℂ) - ε2)⁻¹ * starRingEnd ℂ t2 +
      t2 * ((E : ℂ) - ε2)⁻¹ * starRingEnd ℂ w * ((E : ℂ) - ε1)⁻¹ * starRingEnd ℂ t1 := by
    simp [firstOrder, g1, g2, hct, hmul]
  refine (hasDerivAt_selfEnergy
    ((isUnit_iff_isUnit_det _).2 (isUnit_det_of_right_inverse (hg ε1 h1)))
    ((isUnit_iff_isUnit_det _).2 (isUnit_det_of_right_inverse (hg ε2 h2)))
    !![t1] !![t2] !![w] 0 0).congr_deriv ?_
  rw [hf, ← Complex.add_conj]
  simp only [map_mul, Complex.conj_conj, div_eq_mul_inv, mul_inv]
  ring

end

end LeadLeadCoupling
```

```lean
#print axioms LeadLeadCoupling.selfEnergy_expansion
#print axioms LeadLeadCoupling.hasDerivAt_selfEnergy
#print axioms LeadLeadCoupling.first_order_error_vanishes_iff
#print axioms LeadLeadCoupling.single_site
```

```
'LeadLeadCoupling.selfEnergy_expansion' depends on axioms: [propext, Classical.choice, Quot.sound]
'LeadLeadCoupling.hasDerivAt_selfEnergy' depends on axioms: [propext, Classical.choice, Quot.sound]
'LeadLeadCoupling.first_order_error_vanishes_iff' depends on axioms: [propext, Classical.choice, Quot.sound]
'LeadLeadCoupling.single_site' depends on axioms: [propext, Classical.choice, Quot.sound]
```
